# The parity of a finite set of fermionic modes anticommutes with the ladder operators of modes in the set and commutes with those of modes outside it

Let finite complex matrices a_p, with their conjugate transposes a_p† as creators, satisfy the canonical anticommutation relations, and let P_S be the product of the single-mode parities 1 − 2 a_j† a_j over a finite set S of modes. The theorem `parity_sign` states that moving P_S past a_p or a_p† gives a factor −1 if p lies in S and +1 if it does not. No Hamiltonian or particular state enters. The proof treats the annihilator and the creator together, as a matrix `X` that passes each single-mode parity with the known sign, and then goes by induction on S, adding one mode at a time.

This version doesn't compile in Lean 4 with Mathlib:

```lean
import Mathlib

open Matrix

namespace PointGroupTapering

noncomputable section

variable {ι m : Type*} [DecidableEq ι] [Fintype m] [DecidableEq m]

/-- The canonical anticommutation relations for annihilation matrices `a p`, with the
conjugate transposes as creation matrices. -/
structure IsCAR (a : ι → Matrix m m ℂ) : Prop where
  anti : ∀ p q, a p * a q + a q * a p = 0
  mixed : ∀ p q, a p * (a q)ᴴ + (a q)ᴴ * a p = if p = q then 1 else 0

/-- The parity `1 - 2 a_j† a_j` of a single mode. -/
def modeParity (a : ι → Matrix m m ℂ) (j : ι) : Matrix m m ℂ :=
  1 - 2 * ((a j)ᴴ * a j)

/-- The contribution of one index position to the count of positions in `S`:
one if the mode lies in `S`, zero otherwise. -/
def hits (S : Finset ι) (p : ι) : ℕ := if p ∈ S then 1 else 0

/-- If `P` passes `x` and `y` with signs `(-1)^k` and `(-1)^l`, it passes the product `x y`
with the sign `(-1)^(k+l)`. -/
theorem sign_mul {P x y : Matrix m m ℂ} {k l : ℕ}
    (hx : P * x = (-1 : ℂ) ^ k • (x * P)) (hy : P * y = (-1 : ℂ) ^ l • (y * P)) :
    P * (x * y) = (-1 : ℂ) ^ (k + l) • (x * y * P) := by
  rw [← mul_assoc P x y, hx, smul_mul_assoc, mul_assoc x P y, hy, mul_smul_comm,
    smul_smul, ← pow_add, ← mul_assoc x y P]

/-- The parity of mode `j` anticommutes with the annihilator and creator of mode `j` and
commutes with those of every other mode. -/
theorem modeParity_sign {a : ι → Matrix m m ℂ} (ha : IsCAR a) (j p : ι) :
    modeParity a j * a p = (-1 : ℂ) ^ hits {j} p • (a p * modeParity a j) ∧
    modeParity a j * (a p)ᴴ = (-1 : ℂ) ^ hits {j} p • ((a p)ᴴ * modeParity a j) := by
  by_cases h : p = j
  · subst h
    have hs : hits {p} p = 1 := by simp [hits]
    have h2 : a p * (a p)ᴴ + (a p)ᴴ * a p = 1 := (ha.mixed p p).trans (if_pos rfl)
    rw [hs, pow_one, neg_smul, one_smul, neg_smul, one_smul]
    unfold modeParity
    constructor
    · linear_combination (norm := noncomm_ring) -(h2 * a p) - h2 * a p
    · linear_combination (norm := noncomm_ring) -((a p)ᴴ * h2) - (a p)ᴴ * h2
  · have hs : hits {j} p = 0 := by simp [hits, h]
    rw [hs, pow_zero, one_smul, one_smul]
    unfold modeParity
    constructor
    · have h1 := ha.anti j p
      have h2 : a p * (a j)ᴴ + (a j)ᴴ * a p = 0 := (ha.mixed p j).trans (if_neg h)
      -- two sign changes cancel when `a p` moves through the number operator
      have hc : (a j)ᴴ * a j * a p = a p * ((a j)ᴴ * a j) := by
        linear_combination (norm := noncomm_ring) (a j)ᴴ * h1 - h2 * a j
      linear_combination (norm := noncomm_ring) -hc - hc
    · have h1 : (a p)ᴴ * (a j)ᴴ + (a j)ᴴ * (a p)ᴴ = 0 := by
        simpa only [Matrix.conjTranspose_add, Matrix.conjTranspose_mul,
          Matrix.conjTranspose_zero] using congrArg Matrix.conjTranspose (ha.anti j p)
      have h2 : a j * (a p)ᴴ + (a p)ᴴ * a j = 0 :=
        (ha.mixed j p).trans (if_neg (Ne.symm h))
      have hc : (a j)ᴴ * a j * (a p)ᴴ = (a p)ᴴ * ((a j)ᴴ * a j) := by
        linear_combination (norm := noncomm_ring) (a j)ᴴ * h2 - h1 * a j
      linear_combination (norm := noncomm_ring) -hc - hc

omit [DecidableEq ι] in
/-- A matrix that passes the creator and the annihilator of mode `j` with the same sign
commutes with the parity of that mode. -/
theorem commute_modeParity (a : ι → Matrix m m ℂ) (j : ι) {P : Matrix m m ℂ} {k : ℕ}
    (hc : P * (a j)ᴴ = (-1 : ℂ) ^ k • ((a j)ᴴ * P))
    (hd : P * a j = (-1 : ℂ) ^ k • (a j * P)) : Commute P (modeParity a j) := by
  have h := sign_mul hc hd
  rw [Even.neg_one_pow ⟨k, rfl⟩, one_smul] at h
  show P * (1 - 2 * ((a j)ᴴ * a j)) = (1 - 2 * ((a j)ᴴ * a j)) * P
  linear_combination (norm := noncomm_ring) -h - h

/-- The parity of the mode subset `S`: the product of `1 - 2 a_j† a_j` over `S`. -/
def parity {a : ι → Matrix m m ℂ} (ha : IsCAR a) (S : Finset ι) : Matrix m m ℂ :=
  S.noncommProd (modeParity a) fun i _ j _ _ =>
    commute_modeParity a j (modeParity_sign ha i j).2 (modeParity_sign ha i j).1

/-- The parity of `S` anticommutes with the annihilators and creators of modes in `S` and
commutes with those of modes outside `S`. -/
theorem parity_sign {a : ι → Matrix m m ℂ} (ha : IsCAR a) (S : Finset ι) (p : ι) :
    parity ha S * a p = (-1 : ℂ) ^ hits S p • (a p * parity ha S) ∧
    parity ha S * (a p)ᴴ = (-1 : ℂ) ^ hits S p • ((a p)ᴴ * parity ha S) := by
  have gen : ∀ X : Matrix m m ℂ,
      (∀ j, modeParity a j * X = (-1 : ℂ) ^ hits {j} p • (X * modeParity a j)) →
      parity ha S * X = (-1 : ℂ) ^ hits S p • (X * parity ha S) := by
    intro X hX
    induction S using Finset.induction_on with
    | empty => simp [parity, hits]
    | insert j S hj ih =>
      have hins : parity ha (insert j S) = modeParity a j * parity ha S :=
        Finset.noncommProd_insert_of_notMem _ _ _ _ hj
      have he : hits (insert j S) p = hits S p + hits {j} p := by
        by_cases h : p = j <;> simp [hits, h, hj]
      rw [hins, he, mul_assoc, ih, mul_smul_comm, ← mul_assoc (modeParity a j) X, hX j,
        smul_mul_assoc, smul_smul, ← pow_add, mul_assoc]
  exact ⟨gen _ fun j => (modeParity_sign ha j p).1, gen _ fun j => (modeParity_sign ha j p).2⟩

end

end PointGroupTapering
```

The compiler's answer:

```
Main.lean:92:12: error: unsolved goals
case empty
ι : Type u_1
m : Type u_2
inst✝² : DecidableEq ι
inst✝¹ : Fintype m
inst✝ : DecidableEq m
a : ι → Matrix m m ℂ
ha : IsCAR a
p : ι
X : Matrix m m ℂ
hX : ∀ (j : ι), modeParity a j * X = (-1) ^ hits {j} p • (X * modeParity a j)
⊢ ∅.noncommProd (modeParity a) ⋯ * X = X * ∅.noncommProd (modeParity a) ⋯
```

Diagnosis. The error is in the base case of the induction, where S is empty. There the parity is an empty product, which equals 1, and the sign is (−1)^0 = 1, so the claim is only that 1 commutes with `X`.

The call `simp [parity, hits]` unfolded `parity` and removed the sign, but it left `∅.noncommProd (modeParity a) ⋯` standing on both sides. Until that product is replaced by 1, the goal says that some matrix commutes with `X`, and `simp` could not close it. The message shows that the empty product was not simplified, but not why `simp` failed to do it.

The repair states the missing fact separately, as `he : parity ha ∅ = 1`, and proves it by giving `Finset.noncommProd_empty` directly as a term. Lean accepts this because `parity ha ∅` is by definition that empty product. The new call `simp [he, hits]` no longer unfolds `parity`, so `he` can rewrite `parity ha ∅` to 1 as it stands, and both sides reduce to `X`.

After these edits no error is left:

```diff
@@ -90,5 +90,7 @@
     intro X hX
     induction S using Finset.induction_on with
-    | empty => simp [parity, hits]
+    | empty =>
+      have he : parity ha ∅ = 1 := Finset.noncommProd_empty _ _
+      simp [he, hits]
     | insert j S hj ih =>
       have hins : parity ha (insert j S) = modeParity a j * parity ha S :=
```
